# For orthonormal orbitals with $B^\dagger B'=0$, the quantum metric is the tight-binding metric plus $\|B'c\|^2$

A one-band tight-binding model has a single coefficient of modulus one, so the quantum metric computed from it is zero at every $k$. The Bloch state can still change with $k$, because the orbital it is built from changes. If that zero is taken for the metric of the Bloch state, the lower bound on the Wannier spread that follows from the metric comes out too small.

Let the columns of the $n\times m$ matrix $B(k)$ be the orbitals, written in a finite orthonormal basis that does not depend on $k$, such as a real-space grid, and let $c(k)$ hold the $m$ coefficients of a band. Then $u=Bc$ is the cell-periodic part of the Bloch state, called the Bloch state here for short. A prime denotes $d/dk$, and $\langle x,y\rangle=\sum_i \bar x_i y_i$.

```lean
import Mathlib

open Matrix

namespace TightBindingMetric

noncomputable section

variable {n m : Type*} [Fintype n] [Fintype m] [DecidableEq m]
```

## Unit length gives the metric its meaning

The metric of a path $u$ is $\|u'\|^2-|\langle u,u'\rangle|^2$. If $\|u(k)\|=1$, this is the squared length of the part of $u'$ orthogonal to $u$, which a change of phase does not affect. The identities below for a single band hold for coefficients of any length, so their theorems do not assume unit length. The sum over a complete set of bands does assume it at $k$, because its coefficient matrix is unitary there.

In Lean, `sqNorm` is $\|v\|^2$, `velocity` and `orbitalVelocity` are the entrywise derivatives $u'$ and $B'$, and `star v ⬝ᵥ w` is $\langle v,w\rangle$. The parameter $k$ is a single real number. `orbitalConnection` is $A=B^\dagger B'$, which records how the orbitals turn into one another.

```lean
/-- The squared norm of a complex vector. -/
def sqNorm {ι : Type*} [Fintype ι] (v : ι → ℂ) : ℝ := ∑ i, ‖v i‖ ^ 2

/-- The derivative `u'(k)` of a differentiable path of vectors, taken entry by entry. -/
def velocity {ι : Type*} (u : ℝ → ι → ℂ) (k : ℝ) : ι → ℂ :=
  fun i => deriv (fun t => u t i) k

/-- The derivative `B'(k)` of a differentiable path of orbital matrices, taken entry by entry. -/
def orbitalVelocity {n m : Type*} (B : ℝ → Matrix n m ℂ) (k : ℝ) : Matrix n m ℂ :=
  Matrix.of fun i a => deriv (fun t => B t i a) k

/-- The quantum metric `‖u'‖² - |⟨u, u'⟩|²` of a differentiable path of unit vectors. -/
def quantumMetric {ι : Type*} [Fintype ι] (u : ℝ → ι → ℂ) (k : ℝ) : ℝ :=
  sqNorm (velocity u k) - ‖star (u k) ⬝ᵥ velocity u k‖ ^ 2

/-- The connection `B†B'` between the orbitals. -/
def orbitalConnection (B : ℝ → Matrix n m ℂ) (k : ℝ) : Matrix m m ℂ :=
  (B k)ᴴ * orbitalVelocity B k

/-- The squared norm is the inner product of a vector with itself. -/
theorem sqNorm_eq {ι : Type*} [Fintype ι] (v : ι → ℂ) :
    ((sqNorm v : ℝ) : ℂ) = star v ⬝ᵥ v := by
  simp [sqNorm, dotProduct, Complex.conj_mul']
```

## Differentiable orbitals and coefficients

The hypotheses `hB` and `hc` say that every entry of $B$ and $c$ is differentiable at $k$. This includes a choice of phases for both that is differentiable at $k$. It gives the product rule
$$u'=Bc'+B'c .$$
The proof differentiates each entry $\sum_a B_{ia}c_a$ term by term, with `HasDerivAt.fun_sum` for the sum and `fun_mul` for each product.

```lean
omit [Fintype n] [DecidableEq m] in
/-- Product rule for a Bloch state `u = Bc` with differentiable orbitals and coefficients:
`u' = Bc' + B'c`. -/
theorem velocity_mulVec {B : ℝ → Matrix n m ℂ} {c : ℝ → m → ℂ} {k : ℝ}
    (hB : ∀ i a, DifferentiableAt ℝ (fun t => B t i a) k)
    (hc : ∀ a, DifferentiableAt ℝ (fun t => c t a) k) :
    velocity (fun t => B t *ᵥ c t) k
      = B k *ᵥ velocity c k + orbitalVelocity B k *ᵥ c k := by
  ext i
  have h : HasDerivAt (fun t => ∑ a, B t i a * c t a)
      (∑ a, (deriv (fun t => B t i a) k * c k a + B k i a * deriv (fun t => c t a) k)) k :=
    HasDerivAt.fun_sum fun a _ => (hB i a).hasDerivAt.fun_mul (hc a).hasDerivAt
  change deriv (fun t => ∑ a, B t i a * c t a) k
    = (∑ a, B k i a * deriv (fun t => c t a) k) + ∑ a, deriv (fun t => B t i a) k * c k a
  rw [h.deriv, Finset.sum_add_distrib]
  exact add_comm _ _
```

With neither path assumed differentiable, the identity can fail. Let $s(t)=\pm1$ jump at $t=k$, and take one orbital $s(t)(\cos t,\sin t)$ with coefficient $s(t)$. The signs cancel in $u=(\cos t,\sin t)$, whose metric is 1. Lean's `deriv` returns 0 where no derivative exists, so both terms on the other side would be 0.

## Orthonormal orbitals

The hypothesis `h1`, $B^\dagger B=1$ at $k$, says that the orbitals are orthonormal there. It is used for Pythagoras. If $B^\dagger w=0$, then $\langle Bx,w\rangle=\langle x,B^\dagger w\rangle=0$ and $\|Bx\|^2=\langle x,B^\dagger Bx\rangle=\|x\|^2$, so
$$\|Bx+w\|^2=\|x\|^2+\|w\|^2 .$$
The lemma below calls orthonormality `hV`. Inside its proof, `h1` and `h2` are instead the two vanishing cross terms, and `h3` is the preserved norm.

```lean
/-- Pythagoras for orthonormal orbitals `V`: if `w` is orthogonal to all of them, then
`‖Vx + w‖² = ‖x‖² + ‖w‖²`. -/
theorem sqNorm_isometry_add {V : Matrix n m ℂ} (hV : Vᴴ * V = 1) {w : n → ℂ}
    (hw : Vᴴ *ᵥ w = 0) (x : m → ℂ) :
    sqNorm (V *ᵥ x + w) = sqNorm x + sqNorm w := by
  -- both cross terms vanish
  have h1 : star (V *ᵥ x) ⬝ᵥ w = 0 := by
    rw [Matrix.star_mulVec, ← Matrix.dotProduct_mulVec, hw, dotProduct_zero]
  have h2 : star w ⬝ᵥ (V *ᵥ x) = 0 := by
    have h := Matrix.star_mulVec Vᴴ w
    rw [hw, conjTranspose_conjTranspose, star_zero] at h
    rw [Matrix.dotProduct_mulVec, ← h, zero_dotProduct]
  have h3 : star (V *ᵥ x) ⬝ᵥ (V *ᵥ x) = star x ⬝ᵥ x := by
    rw [Matrix.star_mulVec, ← Matrix.dotProduct_mulVec, Matrix.mulVec_mulVec, hV,
      Matrix.one_mulVec]
  apply Complex.ofReal_injective
  simp only [Complex.ofReal_add, sqNorm_eq]
  rw [star_add, add_dotProduct, dotProduct_add, dotProduct_add, h1, h2, h3]
  ring
```

Normalised orbitals that overlap are not enough. Take two fixed unit orbitals with real overlap $s$, $0<s<1$, and $c=(\cos k,\,i\sin k)$. Both $c$ and $u$ have unit length and $B'=0$. The tight-binding metric is 1, but $\langle u,u'\rangle=is$ and the full metric is $1-s^2$.

Orthonormality and differentiability already give a formula for any connection $A$. Add and subtract $BAc$ in the product rule:
$$u'=B(c'+Ac)+w,\qquad w=(B'-BA)c .$$
Here $B^\dagger w=(A-A)c=0$, so Pythagoras gives $\|u'\|^2=\|c'+Ac\|^2+\|w\|^2$. Also $\langle u,u'\rangle=\langle Bc,B(c'+Ac)\rangle=\langle c,c'+Ac\rangle$. Therefore
$$\|u'\|^2-|\langle u,u'\rangle|^2=\|c'+Ac\|^2-|\langle c,c'+Ac\rangle|^2+\|(B'-BA)c\|^2 .$$
The steps `hu`, `hw` and `ho` are the splitting, the orthogonality and the overlap.

```lean
/-- For differentiable coefficients and differentiable orbitals, the orbitals being orthonormal at
`k` with connection `A = B†B'`, the metric of `u = Bc` is the coefficient metric with `c'` replaced
by `c' + Ac`, plus `‖(B' - BA)c‖²`. -/
theorem quantumMetric_covariant {B : ℝ → Matrix n m ℂ} {c : ℝ → m → ℂ} {k : ℝ}
    (hB : ∀ i a, DifferentiableAt ℝ (fun t => B t i a) k)
    (hc : ∀ a, DifferentiableAt ℝ (fun t => c t a) k) (h1 : (B k)ᴴ * B k = 1) :
    quantumMetric (fun t => B t *ᵥ c t) k
      = sqNorm (velocity c k + orbitalConnection B k *ᵥ c k)
        - ‖star (c k) ⬝ᵥ (velocity c k + orbitalConnection B k *ᵥ c k)‖ ^ 2
        + sqNorm ((orbitalVelocity B k - B k * orbitalConnection B k) *ᵥ c k) := by
  -- split u' into parts inside and outside the orbital space
  have hu : velocity (fun t => B t *ᵥ c t) k
      = B k *ᵥ (velocity c k + orbitalConnection B k *ᵥ c k)
        + (orbitalVelocity B k - B k * orbitalConnection B k) *ᵥ c k := by
    rw [velocity_mulVec hB hc, Matrix.mulVec_add, Matrix.sub_mulVec, Matrix.mulVec_mulVec]
    abel
  have hw : (B k)ᴴ *ᵥ ((orbitalVelocity B k - B k * orbitalConnection B k) *ᵥ c k) = 0 := by
    rw [Matrix.mulVec_mulVec, Matrix.mul_sub, ← Matrix.mul_assoc, h1, Matrix.one_mul,
      orbitalConnection, sub_self, Matrix.zero_mulVec]
  -- only the inside part overlaps with u
  have ho : star (B k *ᵥ c k) ⬝ᵥ velocity (fun t => B t *ᵥ c t) k
      = star (c k) ⬝ᵥ (velocity c k + orbitalConnection B k *ᵥ c k) := by
    rw [hu, Matrix.star_mulVec, ← Matrix.dotProduct_mulVec, Matrix.mulVec_add, hw, add_zero,
      Matrix.mulVec_mulVec, h1, Matrix.one_mulVec]
  change sqNorm (velocity (fun t => B t *ᵥ c t) k)
    - ‖star (B k *ᵥ c k) ⬝ᵥ velocity (fun t => B t *ᵥ c t) k‖ ^ 2 = _
  rw [ho, hu, sqNorm_isometry_add h1 hw]
  ring
```

## Orbitals with zero connection

The hypothesis `h0` is $B^\dagger B'=0$ at $k$: to first order, no orbital moves within the space that the orbitals span. For a crystal in one dimension, with orbitals $\varphi_a$ centred at $\tau_a$ in the home cell and $R$ running over the lattice, the columns are
$$b_a(x)=\sum_R e^{-ik(x-R-\tau_a)}\varphi_a(x-R).$$
Requiring the condition at every $k$ then means that the position operator is diagonal between the orbitals, with their centres as its entries. This is a common tight-binding approximation, and here it is assumed.

Setting $A=0$ in the general formula gives
$$\|u'\|^2-|\langle u,u'\rangle|^2=\|c'\|^2-|\langle c,c'\rangle|^2+\|B'c\|^2 ,$$
and the proof makes the same substitution through `hA`.

```lean
/-- For differentiable coefficients and differentiable orbitals with `B†B = 1` and `B†B' = 0`
at `k`, the metric of `u = Bc` is the tight-binding metric of `c` plus `‖B'c‖²`. -/
theorem quantumMetric_eq_tightBinding_add {B : ℝ → Matrix n m ℂ} {c : ℝ → m → ℂ} {k : ℝ}
    (hB : ∀ i a, DifferentiableAt ℝ (fun t => B t i a) k)
    (hc : ∀ a, DifferentiableAt ℝ (fun t => c t a) k) (h1 : (B k)ᴴ * B k = 1)
    (h0 : (B k)ᴴ * orbitalVelocity B k = 0) :
    quantumMetric (fun t => B t *ᵥ c t) k
      = quantumMetric c k + sqNorm (orbitalVelocity B k *ᵥ c k) := by
  have h := quantumMetric_covariant hB hc h1
  have hA : orbitalConnection B k = 0 := h0
  simp only [hA, Matrix.zero_mulVec, add_zero, Matrix.mul_zero, sub_zero] at h
  exact h
```

The general formula shows that $Ac=0$ would suffice. Without that, the metric of $u$ can even be smaller than that of $c$. Let $B(k)$ be the rotation of the plane by $k$ and $c(k)=(\cos k,-\sin k)$. Then $u=(1,0)$ is constant and has metric 0, while the metric of $c$ is 1.

In a calculation for the crystal above, one diagonalises the $m\times m$ Hamiltonian $H(k)$, in which the hopping between orbital $a$ in the home cell and orbital $b$ in cell $R$ carries the phase $e^{ik(R+\tau_b-\tau_a)}$, as the columns require. For a nondegenerate band, one then sums $|\langle c_j,H'c\rangle|^2/(E-E_j)^2$ over the other bands $j$, where $E$ and $E_j$ are the band energies. This yields the metric of $c$. The missing term is $\langle c,Qc\rangle$ with $Q=B'^\dagger B'$, a second $m\times m$ matrix. For the columns above,
$$Q_{ab}=\sum_R e^{ik(R+\tau_b-\tau_a)}\int \overline{\varphi_a(x)}\,(x-\tau_a)(x-R-\tau_b)\,\varphi_b(x-R)\,dx ,$$
so it requires second moments of the orbitals, which $H(k)$ does not contain.

Since $\|B'c\|^2\ge0$, in this finite, one-parameter model with zero connection the tight-binding metric is a lower bound on the full one. A sum of squares vanishes only if every term does, so the two agree exactly when $B'c=0$.

```lean
/-- For differentiable coefficients and differentiable orbitals with `B†B = 1` and `B†B' = 0` at
`k`, the tight-binding metric of `c` never exceeds the full metric of `u = Bc`, and the two agree
exactly when `B'c = 0`. -/
theorem tightBinding_le {B : ℝ → Matrix n m ℂ} {c : ℝ → m → ℂ} {k : ℝ}
    (hB : ∀ i a, DifferentiableAt ℝ (fun t => B t i a) k)
    (hc : ∀ a, DifferentiableAt ℝ (fun t => c t a) k) (h1 : (B k)ᴴ * B k = 1)
    (h0 : (B k)ᴴ * orbitalVelocity B k = 0) :
    quantumMetric c k ≤ quantumMetric (fun t => B t *ᵥ c t) k ∧
      (quantumMetric c k = quantumMetric (fun t => B t *ᵥ c t) k ↔
        orbitalVelocity B k *ᵥ c k = 0) := by
  rw [quantumMetric_eq_tightBinding_add hB hc h1 h0]
  have hpos : 0 ≤ sqNorm (orbitalVelocity B k *ᵥ c k) :=
    Finset.sum_nonneg fun i _ => sq_nonneg _
  refine ⟨by linarith, fun h => ?_, fun h => by simp [h, sqNorm]⟩
  have hz : ∑ i, ‖(orbitalVelocity B k *ᵥ c k) i‖ ^ 2 = 0 := by
    change sqNorm (orbitalVelocity B k *ᵥ c k) = 0
    linarith
  ext i
  have hi := (Finset.sum_eq_zero_iff_of_nonneg fun i _ => sq_nonneg _).1 hz i
    (Finset.mem_univ i)
  exact norm_eq_zero.1 (pow_eq_zero_iff two_ne_zero |>.1 hi)
```

The same argument works with two momenta $k_\mu,k_\nu$. If $B^\dagger\partial_\mu B=B^\dagger\partial_\nu B=0$, the tensor $\langle\partial_\mu u,\partial_\nu u\rangle-\langle\partial_\mu u,u\rangle\langle u,\partial_\nu u\rangle$ equals the same expression in $c$ plus $\langle(\partial_\mu B)c,(\partial_\nu B)c\rangle$. This extension rests on the derivation by hand, since the Lean code has one parameter.

## A complete set of bands

For the sum over bands, the coefficients of band $a$ form column $a$ of an $m\times m$ matrix $C$. The hypothesis `hU`, $CC^\dagger=1$ at $k$, says that the bands form a complete orthonormal set. The omitted terms then add up to
$$\sum_a\sum_i\Big|\sum_b B'_{ib}C_{ba}\Big|^2=\sum_i\sum_{b,d}B'_{ib}\,(CC^\dagger)_{bd}\,\overline{B'_{id}}=\sum_{i,b}|B'_{ib}|^2 ,$$
which depends on the orbitals alone and not on the Hamiltonian.

The proof treats each row of $B'$ as a vector acted on by $C^T$. Step `hT` shows that $C^T$ is an isometry, and `hi` applies the Pythagoras lemma with $w=0$. The final `calc` applies the main identity to each band and exchanges the two sums.

```lean
/-- For differentiable orbitals with `B†B = 1` and `B†B' = 0` at `k`, let the columns of a
differentiable `C`, unitary at `k`, be the coefficients of all bands. The omitted metric summed over
the bands is the sum of all `|B'_ia|²`. -/
theorem sum_omitted_metric {B : ℝ → Matrix n m ℂ} {C : ℝ → Matrix m m ℂ} {k : ℝ}
    (hB : ∀ i a, DifferentiableAt ℝ (fun t => B t i a) k)
    (hC : ∀ b a, DifferentiableAt ℝ (fun t => C t b a) k) (h1 : (B k)ᴴ * B k = 1)
    (h0 : (B k)ᴴ * orbitalVelocity B k = 0) (hU : C k * (C k)ᴴ = 1) :
    ∑ a, (quantumMetric (fun t => B t *ᵥ fun b => C t b a) k
        - quantumMetric (fun t b => C t b a) k)
      = ∑ i, ∑ a, ‖orbitalVelocity B k i a‖ ^ 2 := by
  have hT : ((C k)ᵀ)ᴴ * (C k)ᵀ = 1 := by
    have h : ((C k)ᵀ)ᴴ * (C k)ᵀ = (C k * (C k)ᴴ)ᵀ := by
      rw [Matrix.transpose_mul]
      rfl
    rw [h, hU, Matrix.transpose_one]
  -- a unitary change of bands preserves the norm of each row of B'
  have hi : ∀ i, ∑ a, ‖(orbitalVelocity B k *ᵥ fun b => C k b a) i‖ ^ 2
      = ∑ a, ‖orbitalVelocity B k i a‖ ^ 2 := by
    intro i
    have h := sqNorm_isometry_add hT (w := 0) (Matrix.mulVec_zero _)
      (fun b => orbitalVelocity B k i b)
    have z : sqNorm (0 : m → ℂ) = 0 := by simp [sqNorm]
    rw [add_zero, z, add_zero] at h
    have e : ∀ a, (orbitalVelocity B k *ᵥ fun b => C k b a) i
        = ((C k)ᵀ *ᵥ fun b => orbitalVelocity B k i b) a := fun a => dotProduct_comm _ _
    simp only [e]
    exact h
  calc _ = ∑ a, sqNorm (orbitalVelocity B k *ᵥ fun b => C k b a) :=
        Finset.sum_congr rfl fun a _ => sub_eq_iff_eq_add'.2
          (quantumMetric_eq_tightBinding_add (c := fun t b => C t b a) hB
            (fun b => hC b a) h1 h0)
    _ = _ := by
        unfold sqNorm
        rw [Finset.sum_comm]
        exact Finset.sum_congr rfl fun i _ => hi i
```

If the set is incomplete, the total can be smaller: replacing one column of $C$ by zero removes that band's $\|B'c\|^2$.

## One turning orbital with a constant coefficient

Take the orbital $(\cos k,\sin k)$ and the coefficient 1. The derivative $(-\sin k,\cos k)$ is a unit vector orthogonal to the orbital, so all the conditions of the main identity hold. Since $c'=0$, the tight-binding metric is 0. The full metric is $\|B'c\|^2=1$.

```lean
/-- A single orbital `(cos k, sin k)` that turns with `k`. -/
def turningOrbital (k : ℝ) : Matrix (Fin 2) (Fin 1) ℂ :=
  !![(Real.cos k : ℂ); (Real.sin k : ℂ)]

/-- The constant coefficient `1` of a one-band model. -/
def constantCoefficient : ℝ → Fin 1 → ℂ := fun _ _ => 1
```

The theorem states these facts for every real $k$. In its proof, `hv` computes $B'$. Steps `a1` and `a3` obtain orthonormality and the length of $B'c$ from $\cos^2k+\sin^2k=1$, and `a2` checks the zero connection, where two products cancel. The value 1 then follows from the main identity.

```lean
/-- The turning orbital is differentiable with `B†B = 1` and `B†B' = 0`; with constant
coefficient `1` its tight-binding metric is `0` and its full metric is `1`. -/
theorem turningOrbital_witness (k : ℝ) :
    (∀ i a, DifferentiableAt ℝ (fun t => turningOrbital t i a) k) ∧
    (turningOrbital k)ᴴ * turningOrbital k = 1 ∧
    (turningOrbital k)ᴴ * orbitalVelocity turningOrbital k = 0 ∧
    quantumMetric constantCoefficient k = 0 ∧
    quantumMetric (fun t => turningOrbital t *ᵥ constantCoefficient t) k = 1 := by
  have d0 : HasDerivAt (fun t : ℝ => (Real.cos t : ℂ)) ((-Real.sin k : ℝ) : ℂ) k :=
    (Real.hasDerivAt_cos k).ofReal_comp
  have d1 : HasDerivAt (fun t : ℝ => (Real.sin t : ℂ)) ((Real.cos k : ℝ) : ℂ) k :=
    (Real.hasDerivAt_sin k).ofReal_comp
  have hd : ∀ i a, DifferentiableAt ℝ (fun t => turningOrbital t i a) k := by
    intro i a
    fin_cases i <;> fin_cases a
    · exact d0.differentiableAt
    · exact d1.differentiableAt
  have hv : orbitalVelocity turningOrbital k
      = !![((-Real.sin k : ℝ) : ℂ); ((Real.cos k : ℝ) : ℂ)] := by
    ext i a
    fin_cases i <;> fin_cases a
    · exact d0.deriv
    · exact d1.deriv
  -- matrix facts for any point (x, y) of the unit circle
  have a1 : ∀ x y : ℝ, x * x + y * y = 1 →
      (!![(x : ℂ); (y : ℂ)])ᴴ * !![(x : ℂ); (y : ℂ)] = 1 := by
    intro x y h
    ext i j
    fin_cases i; fin_cases j
    simp [Matrix.mul_apply, Fin.sum_univ_succ]
    exact_mod_cast h
  have a2 : ∀ x y : ℝ, (!![(x : ℂ); (y : ℂ)])ᴴ * !![((-y : ℝ) : ℂ); (x : ℂ)] = 0 := by
    intro x y
    ext i j
    fin_cases i; fin_cases j
    simp [Matrix.mul_apply, Fin.sum_univ_succ]
    ring
  have a3 : ∀ x y : ℝ, x * x + y * y = 1 →
      sqNorm (!![((-y : ℝ) : ℂ); (x : ℂ)] *ᵥ fun _ => 1) = 1 := by
    intro x y h
    simp [sqNorm, Matrix.mulVec, dotProduct, Fin.sum_univ_succ]
    linarith
  have hcs : Real.cos k * Real.cos k + Real.sin k * Real.sin k = 1 := by
    linarith [Real.sin_sq_add_cos_sq k, sq (Real.sin k), sq (Real.cos k)]
  have h1 : (turningOrbital k)ᴴ * turningOrbital k = 1 := a1 _ _ hcs
  have h0 : (turningOrbital k)ᴴ * orbitalVelocity turningOrbital k = 0 := by
    rw [hv]
    exact a2 _ _
  have hq : quantumMetric constantCoefficient k = 0 := by
    simp [quantumMetric, velocity, sqNorm, constantCoefficient, dotProduct]
  refine ⟨hd, h1, h0, hq, ?_⟩
  have hc : ∀ a, DifferentiableAt ℝ (fun t => constantCoefficient t a) k :=
    fun _ => differentiableAt_const (1 : ℂ)
  rw [quantumMetric_eq_tightBinding_add (c := constantCoefficient) hd hc h1 h0, hq, hv,
    zero_add]
  exact a3 _ _ hcs

end

end TightBindingMetric
```

```lean
#print axioms TightBindingMetric.quantumMetric_eq_tightBinding_add
-- 'TightBindingMetric.quantumMetric_eq_tightBinding_add' depends on axioms: [propext, Classical.choice, Quot.sound]
#print axioms TightBindingMetric.tightBinding_le
-- 'TightBindingMetric.tightBinding_le' depends on axioms: [propext, Classical.choice, Quot.sound]
#print axioms TightBindingMetric.sum_omitted_metric
-- 'TightBindingMetric.sum_omitted_metric' depends on axioms: [propext, Classical.choice, Quot.sound]
```
